# Equilibrium, a uniform stress sum and two wall pressures determine the Lamé stresses in a tube

Q: Suppose I have a tube with inner radius a and outer radius b, pressure p in the bore and none outside, but no stress profile. Balancing forces on half the tube gives me only the average hoop stress, pa/(b - a). For b = 2a that is p, while the formula you want to use puts 5p/3 at the bore, so a wall sized by the average is overloaded where it matters. I want the profile, but I doubt that a formal statement captures the physics. What are its unknowns?

A: The radial stress R and the hoop stress H, as functions of the radius r. Tension is positive. For a static, axisymmetric tube without body forces, whose stresses do not vary along its length, the radial force balance is

R' + (R - H)/r = 0.

`RadialEquilibrium` says this at every r in [a, b]. The derivative is taken within the interval, so it is one-sided at the walls.

In Lean 4 with Mathlib:

```lean
import Mathlib

open Set

namespace LameTube

noncomputable section

/-- Radial force balance `R' + (R - H)/r = 0` in the wall `a ≤ r ≤ b`, for radial stress `R`
and hoop stress `H`. -/
def RadialEquilibrium (a b : ℝ) (R H : ℝ → ℝ) : Prop :=
  ∀ r ∈ Icc a b, ∃ R', HasDerivWithinAt R R' (Icc a b) r ∧ R' + (R r - H r) / r = 0
```

Q: That is one equation for two functions. Where is the material?

A: In Hooke's law for an isotropic solid in plane strain, with shear modulus G, Poisson ratio ν and radial displacement u. The strains are u' and u/r:

2G u' = (1 - ν)R - νH
2G u/r = (1 - ν)H - νR.

```lean
/-- Plane-strain Hooke's law with shear modulus `G` and Poisson ratio `ν`: the radial strain is
`u'` and the hoop strain is `u/r`, for the radial displacement `u`. -/
def PlaneStrainHooke (G ν a b : ℝ) (u R H : ℝ → ℝ) : Prop :=
  ∀ r ∈ Icc a b, (∃ e, HasDerivWithinAt u e (Icc a b) r ∧
    2 * G * e = (1 - ν) * R r - ν * H r) ∧
    2 * G * (u r / r) = (1 - ν) * H r - ν * R r
```

Q: Yet your definition of a tube stress doesn't mention Hooke's law.

A: It asks instead that R + H be uniform across the wall, which is what the elastic law contributes. The other conditions are equilibrium and the wall values R(a) = -p and R(b) = -q, where q is the outer pressure; the minus signs appear because pressure is compressive.

```lean
/-- Stresses in a tube with pressure `p` on the bore `r = a` and `q` on the outer wall `r = b`:
radial equilibrium, a uniform sum `R + H`, and the two wall conditions. -/
structure IsTubeStress (a b p q : ℝ) (R H : ℝ → ℝ) : Prop where
  equilibrium : RadialEquilibrium a b R H
  sum_const : ∃ C, ∀ r ∈ Icc a b, R r + H r = C
  inner_wall : R a = -p
  outer_wall : R b = -q
```

Q: Then you have assumed the convenient part.

A: It is assumed in `IsTubeStress`, but a separate theorem derives it from Hooke's law and equilibrium. First, here are the candidate solutions:

R = m - k/r², H = m + k/r²
m = (pa² - qb²)/(b² - a²)
k = (p - q)a²b²/(b² - a²).

The definitions also include a matching displacement,

u = ((1 - 2ν)mr + k/r)/(2G).

```lean
/-- The uniform part of the Lamé stresses. -/
def lameMean (a b p q : ℝ) : ℝ := (p * a ^ 2 - q * b ^ 2) / (b ^ 2 - a ^ 2)

/-- The coefficient of the `1/r²` part of the Lamé stresses. -/
def lameCoeff (a b p q : ℝ) : ℝ := (p - q) * a ^ 2 * b ^ 2 / (b ^ 2 - a ^ 2)

/-- The Lamé radial stress. -/
def lameRadial (a b p q r : ℝ) : ℝ := lameMean a b p q - lameCoeff a b p q / r ^ 2

/-- The Lamé hoop stress. -/
def lameHoop (a b p q r : ℝ) : ℝ := lameMean a b p q + lameCoeff a b p q / r ^ 2

/-- The radial displacement of the Lamé tube in plane strain. -/
def lameDisplacement (G ν a b p q r : ℝ) : ℝ :=
  ((1 - 2 * ν) * lameMean a b p q * r + lameCoeff a b p q / r) / (2 * G)
```

Q: Now derive the uniform sum.

A: Write the hoop relation as 2Gu = r((1 - ν)H - νR) and differentiate:

2G u' = (1 - ν)H - νR + r((1 - ν)H' - νR').

Equating this with the radial relation gives

R - H = r((1 - ν)H' - νR').

Equilibrium says R - H = -rR', so

r(1 - ν)(R' + H') = 0.

Since r > 0 and ν ≠ 1, R + H has zero derivative. Stable isotropic solids have ν below 1/2, so the condition on ν costs nothing physically.

The first lemma below turns a zero derivative into a constant value across the wall. In the second, `h3` equates the two expressions for the derivative of 2Gu, and `h4` is the last display. This theorem also assumes that H is differentiable.

```lean
/-- A quantity with zero radial derivative throughout the wall keeps its value at the bore. -/
theorem eq_bore_of_deriv_zero {a b : ℝ} (hab : a < b) {f : ℝ → ℝ}
    (hf : ∀ r ∈ Icc a b, HasDerivWithinAt f 0 (Icc a b) r) :
    ∀ r ∈ Icc a b, f r = f a :=
  constant_of_derivWithin_zero (fun r hr => (hf r hr).differentiableWithinAt)
    (fun r hr => (hf r (Ico_subset_Icc_self hr)).derivWithin
      (uniqueDiffOn_Icc hab r (Ico_subset_Icc_self hr)))

/-- Under the isotropic plane-strain Hooke's law with `ν ≠ 1`, and with `H` differentiable in the
wall, radial equilibrium makes the sum `R + H` uniform across the wall. -/
theorem sum_const_of_hooke {a b G ν : ℝ} (ha : 0 < a) (hab : a < b) (hν : ν ≠ 1)
    {u R H : ℝ → ℝ} (hH : DifferentiableOn ℝ H (Icc a b))
    (heq : RadialEquilibrium a b R H) (hooke : PlaneStrainHooke G ν a b u R H) :
    ∃ C, ∀ r ∈ Icc a b, R r + H r = C := by
  refine ⟨R a + H a, eq_bore_of_deriv_zero (f := fun r => R r + H r) hab ?_⟩
  intro r hr
  have hr0 : r ≠ 0 := (lt_of_lt_of_le ha hr.1).ne'
  obtain ⟨R', hR, he⟩ := heq r hr
  obtain ⟨⟨e, hu, hrad⟩, -⟩ := hooke r hr
  have hH' := (hH r hr).hasDerivWithinAt
  set H' := derivWithin H (Icc a b) r
  -- differentiate the hoop relation, written as 2 G u = r ((1 - ν) H - ν R)
  have h1 : HasDerivWithinAt (fun x => 2 * G * u x) (2 * G * e) (Icc a b) r :=
    hu.const_mul (2 * G)
  have h2 : HasDerivWithinAt (fun x => x * ((1 - ν) * H x - ν * R x))
      (1 * ((1 - ν) * H r - ν * R r) + r * ((1 - ν) * H' - ν * R')) (Icc a b) r :=
    (hasDerivWithinAt_id r (Icc a b)).mul ((hH'.const_mul (1 - ν)).sub (hR.const_mul ν))
  have hfun : ∀ x ∈ Icc a b, 2 * G * u x = x * ((1 - ν) * H x - ν * R x) := by
    intro x hx
    have hx0 : x ≠ 0 := (lt_of_lt_of_le ha hx.1).ne'
    have hc : u x / x * x = u x := div_mul_cancel₀ _ hx0
    rw [← (hooke x hx).2]
    linear_combination (-2 * G) * hc
  have h3 := (uniqueDiffOn_Icc hab r hr).eq_deriv _ h1 (h2.congr hfun (hfun r hr))
  have hc : (R r - H r) / r * r = R r - H r := div_mul_cancel₀ _ hr0
  have hbal : R' * r + (R r - H r) = 0 := by linear_combination r * he - hc
  -- compatibility and equilibrium together leave only the derivative of R + H
  have h4 : (r * (1 - ν)) * (R' + H') = 0 := by
    linear_combination hrad - h3 + hbal
  have h5 : R' + H' = 0 :=
    (mul_eq_zero.mp h4).resolve_left (mul_ne_zero hr0 (sub_ne_zero.mpr hν.symm))
  have h6 : HasDerivWithinAt (fun x => R x + H x) (R' + H') (Icc a b) r := hR.add hH'
  rwa [h5] at h6
```

Q: Fine. How do you integrate the equilibrium equation?

A: Call the uniform sum C and put H = C - R. Equilibrium becomes rR' + 2R - C = 0. Multiplying by r gives

(r²(R - C/2))' = 2r(R - C/2) + r²R' = 0,

so r²(R - C/2) keeps its bore value. `first_integral` does this with the product rule; only R needs a derivative here.

```lean
/-- If `R + H = C` in the wall, equilibrium makes `r² (R - C/2)` independent of `r`. -/
theorem first_integral {a b C : ℝ} (ha : 0 < a) (hab : a < b) {R H : ℝ → ℝ}
    (heq : RadialEquilibrium a b R H) (hC : ∀ r ∈ Icc a b, R r + H r = C) :
    ∀ r ∈ Icc a b, r ^ 2 * (R r - C / 2) = a ^ 2 * (R a - C / 2) := by
  refine eq_bore_of_deriv_zero (f := fun r => r ^ 2 * (R r - C / 2)) hab ?_
  intro r hr
  have hr0 : r ≠ 0 := (lt_of_lt_of_le ha hr.1).ne'
  obtain ⟨R', hR, he⟩ := heq r hr
  have hc : (R r - H r) / r * r = R r - H r := div_mul_cancel₀ _ hr0
  have hbal : R' * r + (R r - H r) = 0 := by linear_combination r * he - hc
  have hp : HasDerivAt (fun x : ℝ => x ^ 2) (2 * r) r := by simpa using hasDerivAt_pow 2 r
  have h : HasDerivWithinAt (fun x => x ^ 2 * (R x - C / 2))
      (2 * r * (R r - C / 2) + r ^ 2 * R') (Icc a b) r :=
    hp.hasDerivWithinAt.mul (hR.sub_const (C / 2))
  have hz : 2 * r * (R r - C / 2) + r ^ 2 * R' = 0 := by
    linear_combination r * hbal + r * hC r hr
  rwa [hz] at h
```

Q: And the constants?

A: Evaluate the conserved quantity at both walls:

b²(q + C/2) = a²(p + C/2).

Hence C/2 = m. The common value of the two sides is k, so k = a²(p + m) = b²(q + m). `lame_constants` records these relations.

```lean
/-- The relations between the coefficients `lameMean` and `lameCoeff` of the Lamé stresses and the
pressures on the two walls. -/
theorem lame_constants {a b : ℝ} (ha : 0 < a) (hab : a < b) (p q : ℝ) :
    lameMean a b p q * (b ^ 2 - a ^ 2) = p * a ^ 2 - q * b ^ 2 ∧
    lameCoeff a b p q = a ^ 2 * (p + lameMean a b p q) ∧
    lameCoeff a b p q = b ^ 2 * (q + lameMean a b p q) := by
  have hD : b ^ 2 - a ^ 2 ≠ 0 := by
    have : 0 < b ^ 2 - a ^ 2 := by nlinarith
    exact this.ne'
  have hm : lameMean a b p q * (b ^ 2 - a ^ 2) = p * a ^ 2 - q * b ^ 2 :=
    div_mul_cancel₀ _ hD
  refine ⟨hm, ?_, ?_⟩
  · rw [lameCoeff, div_eq_iff hD]
    linear_combination (-a ^ 2) * hm
  · rw [lameCoeff, div_eq_iff hD]
    linear_combination (-b ^ 2) * hm
```

Q: Does the main theorem give me existence, or only a formula for a solution I must already have?

A: Both directions are there. `isTubeStress_iff` says that R and H meet the conditions exactly when they equal the Lamé stresses throughout [a, b]; what they do elsewhere is irrelevant. It needs 0 < a < b, while p and q may be any real numbers.

Forward, the conserved quantity gives R = m - k/r², and then H = 2m - R = m + k/r². Backward, differentiation gives R' = 2k/r³, while (R - H)/r = -2k/r³, so equilibrium holds. The sum is 2m, and the relations for k return the wall pressures.

```lean
/-- **Lamé's solution.** Stresses in a tube under bore pressure `p` and outer pressure `q` meet
equilibrium, uniform `R + H` and the wall conditions exactly when they are the Lamé stresses. -/
theorem isTubeStress_iff {a b : ℝ} (ha : 0 < a) (hab : a < b) (p q : ℝ) (R H : ℝ → ℝ) :
    IsTubeStress a b p q R H ↔
      ∀ r ∈ Icc a b, R r = lameRadial a b p q r ∧ H r = lameHoop a b p q r := by
  obtain ⟨hm, hka, hkb⟩ := lame_constants ha hab p q
  have hb : 0 < b := ha.trans hab
  have hD : b ^ 2 - a ^ 2 ≠ 0 := by
    have : 0 < b ^ 2 - a ^ 2 := by nlinarith
    exact this.ne'
  unfold lameRadial lameHoop
  set m := lameMean a b p q
  set k := lameCoeff a b p q
  constructor
  · rintro ⟨heq, ⟨C, hC⟩, hRa, hRb⟩ r hr
    have hr2 : r ^ 2 ≠ 0 := pow_ne_zero 2 (lt_of_lt_of_le ha hr.1).ne'
    have hI := first_integral ha hab heq hC
    have h1 := hI r hr
    have h2 := hI b (right_mem_Icc.mpr hab.le)
    rw [hRa] at h1 h2
    rw [hRb] at h2
    -- the two wall conditions fix the uniform part
    have hCm : C / 2 = m := mul_right_cancel₀ hD (by linear_combination -h2 - hm)
    have hk : k / r ^ 2 = m - R r := by
      rw [div_eq_iff hr2]
      linear_combination hka + h1 + (r ^ 2 - a ^ 2) * hCm
    have hs := hC r hr
    constructor <;> linarith
  · intro h
    refine ⟨?_, ⟨2 * m, ?_⟩, ?_, ?_⟩
    · intro r hr
      have hr0 : r ≠ 0 := (lt_of_lt_of_le ha hr.1).ne'
      have hp : HasDerivAt (fun x : ℝ => x ^ 2) (2 * r) r := by
        simpa using hasDerivAt_pow 2 r
      have hd : HasDerivAt (fun x : ℝ => m - k / x ^ 2) (2 * k / r ^ 3) r := by
        refine (((hasDerivAt_const r k).fun_div hp
          (pow_ne_zero 2 hr0)).const_sub m).congr_deriv ?_
        field_simp
        ring
      refine ⟨2 * k / r ^ 3,
        hd.hasDerivWithinAt.congr (fun x hx => (h x hx).1) (h r hr).1, ?_⟩
      rw [(h r hr).1, (h r hr).2]
      field_simp
      ring
    · intro r hr
      rw [(h r hr).1, (h r hr).2]
      ring
    · have hk : k / a ^ 2 = p + m := by
        rw [div_eq_iff (pow_ne_zero 2 ha.ne')]
        linear_combination hka
      rw [(h a (left_mem_Icc.mpr hab.le)).1, hk]
      ring
    · have hk : k / b ^ 2 = q + m := by
        rw [div_eq_iff (pow_ne_zero 2 hb.ne')]
        linear_combination hkb
      rw [(h b (right_mem_Icc.mpr hab.le)).1, hk]
      ring
```

Q: Could those stresses still fail to come from a real deformation?

A: No, within this linear model. Differentiating the displacement above gives

2G u' = (1 - 2ν)m - k/r²
2G u/r = (1 - 2ν)m + k/r²,

and substituting R and H into Hooke's law gives the same right-hand sides. The theorem needs G ≠ 0. Plastic flow, thermal stress, rotation, end effects and anisotropic crystals are not in the model.

```lean
/-- The Lamé stresses and the Lamé displacement obey plane-strain Hooke's law. -/
theorem planeStrainHooke_witness {a G : ℝ} (ha : 0 < a) (hG : G ≠ 0) (ν b p q : ℝ) :
    PlaneStrainHooke G ν a b (lameDisplacement G ν a b p q)
      (lameRadial a b p q) (lameHoop a b p q) := by
  intro r hr
  have hr0 : r ≠ 0 := (lt_of_lt_of_le ha hr.1).ne'
  simp only [lameRadial, lameHoop]
  constructor
  · refine ⟨((1 - 2 * ν) * lameMean a b p q - lameCoeff a b p q / r ^ 2) / (2 * G), ?_, ?_⟩
    · have hd := (((hasDerivAt_id' r).const_mul ((1 - 2 * ν) * lameMean a b p q)).fun_add
        ((hasDerivAt_const r (lameCoeff a b p q)).fun_div (hasDerivAt_id' r) hr0)).div_const
          (2 * G)
      exact (hd.congr_deriv (by ring)).hasDerivWithinAt
    · field_simp
      ring
  · simp only [lameDisplacement]
    field_simp
    ring
```

Q: Then show me the bore stress.

A: With q = 0, k/a² = p + m, so

H(a) = 2m + p = p(a² + b²)/(b² - a²).

The proof takes H(a) from the main theorem and clears the denominator.

```lean
/-- With no outer pressure, the hoop stress at the bore is `p (a² + b²)/(b² - a²)`. -/
theorem hoop_at_bore {a b p : ℝ} (ha : 0 < a) (hab : a < b) {R H : ℝ → ℝ}
    (h : IsTubeStress a b p 0 R H) :
    H a = p * (a ^ 2 + b ^ 2) / (b ^ 2 - a ^ 2) := by
  have hD : b ^ 2 - a ^ 2 ≠ 0 := by
    have : 0 < b ^ 2 - a ^ 2 := by nlinarith
    exact this.ne'
  obtain ⟨hm, hka, -⟩ := lame_constants ha hab p 0
  have hk : lameCoeff a b p 0 / a ^ 2 = p + lameMean a b p 0 := by
    rw [div_eq_iff (pow_ne_zero 2 ha.ne')]
    linear_combination hka
  rw [((isTubeStress_iff ha hab p 0 R H).mp h a (left_mem_Icc.mpr hab.le)).2, lameHoop, hk,
    eq_div_iff hD]
  linear_combination 2 * hm
```

Q: Is the bore where the hoop stress is largest?

A: Yes, if p > q. Then k > 0, and k/r² falls as r grows. The comparison is of signed stress, tension being positive, and not of magnitude.

This matters when reading finite-element output for a tube that fits this model, with p > q: an integration point inside the first element has r > a, so even an exact hoop stress there lies below the bore value. Compare it with the Lamé value at the same r, or extrapolate to the wall.

```lean
/-- When the bore pressure exceeds the outer pressure, the hoop stress anywhere else in the wall
is strictly below its value at the bore. -/
theorem hoop_lt_bore {a b p q : ℝ} (ha : 0 < a) (hab : a < b) (hpq : q < p) {R H : ℝ → ℝ}
    (h : IsTubeStress a b p q R H) {r : ℝ} (har : a < r) (hrb : r ≤ b) : H r < H a := by
  have hL := (isTubeStress_iff ha hab p q R H).mp h
  have hb : 0 < b := ha.trans hab
  have hD : 0 < b ^ 2 - a ^ 2 := by nlinarith
  have hk : 0 < lameCoeff a b p q :=
    div_pos (mul_pos (mul_pos (sub_pos.mpr hpq) (pow_pos ha 2)) (pow_pos hb 2)) hD
  have hsq : a ^ 2 < r ^ 2 := by nlinarith
  have hlt := div_lt_div_of_pos_left hk (pow_pos ha 2) hsq
  rw [(hL r ⟨har.le, hrb⟩).2, (hL a (left_mem_Icc.mpr hab.le)).2, lameHoop, lameHoop]
  linarith
```

Q: Give me numbers, and tell me what a very thick wall buys.

A: Take a = 10 mm, b = 20 mm, p = 60 MPa and q = 0. Then m = 20 MPa and k/a² = 80 MPa, so the hoop stress is 100 MPa at the bore and 40 MPa at the outer wall.

As b grows with a fixed, H(a) falls towards p. It never gets there: for p > 0,

p(a² + b²) > p(b² - a²),

which is the inequality behind the last theorem. In this elastic model with no outer pressure, extra thickness alone cannot bring the bore hoop stress down to the bore pressure.

```lean
/-- With no outer pressure, the hoop stress at the bore exceeds the bore pressure `p > 0`,
whatever the outer radius. -/
theorem pressure_lt_hoop_at_bore {a b p : ℝ} (ha : 0 < a) (hab : a < b) (hp : 0 < p)
    {R H : ℝ → ℝ} (h : IsTubeStress a b p 0 R H) : p < H a := by
  have hD : 0 < b ^ 2 - a ^ 2 := by nlinarith
  rw [hoop_at_bore ha hab h, lt_div_iff₀ hD]
  nlinarith [mul_pos hp (pow_pos ha 2)]

end

end LameTube
```

```lean
#print axioms LameTube.sum_const_of_hooke
#print axioms LameTube.isTubeStress_iff
#print axioms LameTube.hoop_lt_bore
#print axioms LameTube.pressure_lt_hoop_at_bore
```

```
'LameTube.sum_const_of_hooke' depends on axioms: [propext, Classical.choice, Quot.sound]
'LameTube.isTubeStress_iff' depends on axioms: [propext, Classical.choice, Quot.sound]
'LameTube.hoop_lt_bore' depends on axioms: [propext, Classical.choice, Quot.sound]
'LameTube.pressure_lt_hoop_at_bore' depends on axioms: [propext, Classical.choice, Quot.sound]
```
